# Linear mixing with an even periodic kernel damps constant errors and amplifies a cosine wave when $|1-\beta C(0)|<1<|1-\beta C(q)|$

In plain linear mixing, the parameter $\beta$ of a self-consistent field (SCF) loop is one step length for density errors of every wavelength. A value that damps one error component can amplify another. In a linear, translation-invariant model on a finite periodic grid, a single number per wave decides which happens.

## Each cosine wave is multiplied by $1-\beta C(q)$

Let the grid be $\mathbb Z/N$ with $N\ge 1$, let $e$ be the real density error, and let $c$ be a real kernel with $c(-x)=c(x)$. One mixing step is

$$(Te)(x)=e(x)-\beta\,(c*e)(x),\qquad (c*e)(x)=\sum_y c(y)\,e(x-y).$$

Here $c$ stands for the linearised response of the SCF residual: near self-consistency, output density minus input density is $-c*e$. Evenness says that the response is the same in both directions along the grid.

For an integer $q$, write

$$w_q(x)=\cos\frac{2\pi qx}{N},\qquad C(q)=\sum_x c(x)\,w_q(x),\qquad \lambda_q=1-\beta C(q).$$

Then $T^n(a\,w_q)=\lambda_q^n\,a\,w_q$ for every real $a$. If $|\lambda_0|<1<|\lambda_q|$, constant errors tend to zero, while the largest absolute value of any nonzero multiple of $w_q$ tends to infinity.

## A wave with $C(q)>0$ decays exactly for $0<\beta<2/C(q)$

When $C(q)>0$, a nonzero multiple of $w_q$ decays exactly for $0<\beta<2/C(q)$, so the waves with the largest $C(q)$ set the tightest limit on $\beta$. Above that limit $\lambda_q<-1$, and the error changes sign at each step as it grows.

To check a linear mixer in this model, perturb the converged density by a small cosine and compare the ratio of successive signed amplitudes with $\lambda_q$. The sum $C(q)$ carries no factor $1/N$, so a Fourier transform that includes this factor must be rescaled first.

## Evenness makes the cosine an eigenfunction

Represent grid points by $0,\dots,N-1$ and put $\theta(x)=2\pi qx/N$. The representative of $x-y$ differs from the difference of representatives by $Nm$ for some integer $m$, so $\theta(x-y)=\theta(x)-\theta(y)+2\pi qm$. The cosine ignores the last term:

$$(c*w_q)(x)=\cos\theta(x)\sum_y c(y)\cos\theta(y)+\sin\theta(x)\sum_y c(y)\sin\theta(y).$$

Replacing $y$ by $-y$ turns the sine sum into its own negative, so it vanishes. Hence $c*w_q=C(q)w_q$ and $Tw_q=\lambda_q w_q$; induction gives the formula for $T^n$.

Since $w_0=1$, a constant error $a$ becomes $\lambda_0^n a\to0$. Since $w_q(0)=1$ and $|w_q|\le1$, the sup norm of $T^n(a\,w_q)$ is $|\lambda_q|^n|a|$, which diverges if $|\lambda_q|>1$ and $a\ne0$.

Conversely, if a nonzero multiple decays, its value at the origin gives $\lambda_q^n\to0$, hence $|\lambda_q|<1$. For $C(q)>0$ this is $0<\beta C(q)<2$, the stated window.

For a general error, define the overlap $\langle w_q,e\rangle=\sum_x w_q(x)e(x)$. Substituting $z=x-y$, then $y\to-y$, gives

$$\langle w_q,c*e\rangle=\sum_{y,z}c(y)w_q(z+y)e(z)=\sum_z e(z)(c*w_q)(z)=C(q)\langle w_q,e\rangle.$$

So $\langle w_q,T^ne\rangle=\lambda_q^n\langle w_q,e\rangle$. An overlap is at most $N$ times the sup norm, which yields

$$\|T^ne\|_\infty\ge\frac{|\lambda_q|^n\,|\langle w_q,e\rangle|}{N}.$$

Any initial error with nonzero overlap on an unstable wave therefore diverges.

## The Lean definitions and proofs

```lean
import Mathlib

open Filter Topology

namespace ChargeSloshing

noncomputable section

variable {N : ℕ} [NeZero N]

/-- The phase `2 π q x / N` of the wave number `q` at the grid point `x`. -/
def phase (q : ℤ) (x : ZMod N) : ℝ := 2 * Real.pi * q * (x.val : ℝ) / N

/-- The cosine density wave with wave number `q` on the periodic grid. -/
def wave (q : ℤ) (x : ZMod N) : ℝ := Real.cos (phase q x)

/-- The kernel `c` applied to an error `e` by periodic convolution. -/
def screen (c e : ZMod N → ℝ) (x : ZMod N) : ℝ := ∑ y, c y * e (x - y)

/-- The cosine transform `C(q)` of the kernel `c`. -/
def dielectric (c : ZMod N → ℝ) (q : ℤ) : ℝ := ∑ x, c x * wave q x

/-- One step of linear mixing with parameter `β`, acting on the density error. -/
def mixStep (β : ℝ) (c e : ZMod N → ℝ) : ZMod N → ℝ :=
  fun x => e x - β * screen c e x

omit [NeZero N] in
/-- The phase vanishes at the origin of the grid. -/
lemma phase_zero (q : ℤ) : phase q (0 : ZMod N) = 0 := by
  simp [phase]

/-- The phase of a difference of grid points is the difference of their phases,
up to a multiple of `2 π`. -/
lemma phase_sub (q : ℤ) (x y : ZMod N) :
    ∃ k : ℤ, phase q (x - y) = phase q x - phase q y + k * (2 * Real.pi) := by
  have hd : (N : ℤ) ∣ ((x - y).val : ℤ) - (x.val : ℤ) + (y.val : ℤ) := by
    rw [← CharP.intCast_eq_zero_iff (ZMod N) N]
    simp only [Int.cast_add, Int.cast_sub, Int.cast_natCast, ZMod.natCast_zmod_val]
    ring
  obtain ⟨m, hm⟩ := hd
  have hm' : ((x - y).val : ℝ) = (x.val : ℝ) - (y.val : ℝ) + N * m := by
    have h := congrArg (Int.cast : ℤ → ℝ) hm
    simp only [Int.cast_add, Int.cast_sub, Int.cast_mul, Int.cast_natCast] at h
    linarith
  have hN : (N : ℝ) ≠ 0 := Nat.cast_ne_zero.2 (NeZero.ne N)
  refine ⟨q * m, ?_⟩
  unfold phase
  rw [hm', Int.cast_mul]
  field_simp

/-- The sine transform of an even kernel vanishes. -/
lemma sine_sum (c : ZMod N → ℝ) (hc : ∀ x, c (-x) = c x) (q : ℤ) :
    ∑ y, c y * Real.sin (phase q y) = 0 := by
  have hneg : ∀ y : ZMod N, Real.sin (phase q (-y)) = -Real.sin (phase q y) := by
    intro y
    obtain ⟨k, hk⟩ := phase_sub q 0 y
    rw [zero_sub, phase_zero, zero_sub] at hk
    rw [hk, Real.sin_add_int_mul_two_pi, Real.sin_neg]
  have h := Equiv.sum_comp (Equiv.neg (ZMod N)) (fun y => c y * Real.sin (phase q y))
  simp only [Equiv.neg_apply, hc, hneg, mul_neg, Finset.sum_neg_distrib] at h
  linarith

/-- Convolution with an even kernel multiplies the cosine wave `q` by `C(q)`. -/
theorem screen_wave (c : ZMod N → ℝ) (hc : ∀ x, c (-x) = c x) (q : ℤ) (x : ZMod N) :
    screen c (wave q) x = dielectric c q * wave q x := by
  have h : ∀ y, c y * wave q (x - y) = wave q x * (c y * wave q y)
      + Real.sin (phase q x) * (c y * Real.sin (phase q y)) := by
    intro y
    obtain ⟨k, hk⟩ := phase_sub q x y
    unfold wave
    rw [hk, Real.cos_add_int_mul_two_pi, Real.cos_sub]
    ring
  unfold screen dielectric
  rw [Finset.sum_congr rfl (fun y _ => h y), Finset.sum_add_distrib, ← Finset.mul_sum,
    ← Finset.mul_sum, sine_sum c hc q]
  ring

/-- For an even kernel, after `n` mixing steps the amplitude `a` of the wave `q` has become `(1 - β
C(q)) ^ n * a`. -/
theorem iterate_wave (β : ℝ) (c : ZMod N → ℝ) (hc : ∀ x, c (-x) = c x) (q : ℤ)
    (a : ℝ) (n : ℕ) :
    (mixStep β c)^[n] (fun x => a * wave q x)
      = fun x => (1 - β * dielectric c q) ^ n * a * wave q x := by
  induction n with
  | zero => simp
  | succ n ih =>
    rw [Function.iterate_succ_apply', ih]
    funext x
    have h : ∀ b : ℝ, screen c (fun x => b * wave q x) x = b * screen c (wave q) x := by
      intro b
      unfold screen
      rw [Finset.mul_sum]
      exact Finset.sum_congr rfl fun y _ => by ring
    unfold mixStep
    rw [h, screen_wave c hc]
    ring

/-- For an even kernel with `|1 - β C(q)| < 1`, every multiple of the wave `q` decays to zero under
mixing. -/
theorem wave_decays (β : ℝ) (c : ZMod N → ℝ) (hc : ∀ x, c (-x) = c x) (q : ℤ)
    (h : |1 - β * dielectric c q| < 1) (a : ℝ) :
    Tendsto (fun n => (mixStep β c)^[n] (fun x => a * wave q x)) atTop (𝓝 0) := by
  simp only [iterate_wave β c hc]
  refine tendsto_pi_nhds.2 fun x => ?_
  have h0 := ((tendsto_pow_atTop_nhds_zero_iff.2 h).mul_const a).mul_const (wave q x)
  simpa only [zero_mul, Pi.zero_apply] using h0

/-- For an even kernel with `|1 - β C(0)| < 1 < |1 - β C(q)|`, constant errors decay to zero while
every nonzero multiple of the cosine wave `q` grows without bound. -/
theorem charge_sloshing (β : ℝ) (c : ZMod N → ℝ) (hc : ∀ x, c (-x) = c x) (q : ℤ)
    (h0 : |1 - β * dielectric c 0| < 1) (hq : 1 < |1 - β * dielectric c q|) :
    (∀ a : ℝ, Tendsto (fun n => (mixStep β c)^[n] (fun _ => a)) atTop (𝓝 0)) ∧
    (∀ a : ℝ, a ≠ 0 →
      Tendsto (fun n => ‖(mixStep β c)^[n] (fun x => a * wave q x)‖) atTop atTop) := by
  constructor
  · intro a
    -- a constant is a multiple of the wave with wave number zero
    have h := wave_decays β c hc 0 h0 a
    simpa [wave, phase] using h
  · intro a ha
    refine tendsto_atTop_mono (fun n => ?_)
      ((tendsto_pow_atTop_atTop_of_one_lt hq).atTop_mul_const (abs_pos.2 ha))
    -- the value at the origin bounds the sup norm from below
    have h := norm_le_pi_norm ((mixStep β c)^[n] (fun x => a * wave q x)) 0
    rw [iterate_wave β c hc] at h ⊢
    simpa [wave, phase_zero, abs_mul, abs_pow] using h

/-- For an even kernel, one mixing step multiplies the overlap of any error with the wave `q` by `1
- β C(q)`. -/
theorem overlap_mixStep (β : ℝ) (c : ZMod N → ℝ) (hc : ∀ x, c (-x) = c x) (q : ℤ)
    (e : ZMod N → ℝ) :
    ∑ x, wave q x * mixStep β c e x
      = (1 - β * dielectric c q) * ∑ x, wave q x * e x := by
  -- an even kernel can be moved from the error onto the wave
  have key : ∑ x, wave q x * screen c e x = dielectric c q * ∑ x, wave q x * e x := by
    calc ∑ x, wave q x * screen c e x
        = ∑ y, ∑ x, c y * (wave q x * e (x - y)) := by
          unfold screen
          simp only [Finset.mul_sum]
          rw [Finset.sum_comm]
          exact Finset.sum_congr rfl fun y _ => Finset.sum_congr rfl fun x _ => by ring
      _ = ∑ y, ∑ z, c y * (wave q (z + y) * e z) := by
          refine Finset.sum_congr rfl fun y _ => ?_
          have h := Equiv.sum_comp (Equiv.addRight y)
            (fun x => c y * (wave q x * e (x - y)))
          simp only [Equiv.coe_addRight, add_sub_cancel_right] at h
          exact h.symm
      _ = ∑ y, ∑ z, c y * (wave q (z - y) * e z) := by
          have h := Equiv.sum_comp (Equiv.neg (ZMod N))
            (fun y => ∑ z, c y * (wave q (z + y) * e z))
          simp only [Equiv.neg_apply, hc, ← sub_eq_add_neg] at h
          exact h.symm
      _ = ∑ z, e z * screen c (wave q) z := by
          rw [Finset.sum_comm]
          refine Finset.sum_congr rfl fun z _ => ?_
          unfold screen
          rw [Finset.mul_sum]
          exact Finset.sum_congr rfl fun y _ => by ring
      _ = dielectric c q * ∑ x, wave q x * e x := by
          rw [Finset.mul_sum]
          exact Finset.sum_congr rfl fun z _ => by rw [screen_wave c hc]; ring
  have hs : ∀ x, wave q x * mixStep β c e x
      = wave q x * e x - β * (wave q x * screen c e x) := by
    intro x
    unfold mixStep
    ring
  rw [Finset.sum_congr rfl (fun x _ => hs x), Finset.sum_sub_distrib, ← Finset.mul_sum, key]
  ring

/-- For an even kernel with `1 < |1 - β C(q)|`, every initial error with nonzero overlap with the
wave `q` grows without bound. -/
theorem diverges_of_overlap (β : ℝ) (c : ZMod N → ℝ) (hc : ∀ x, c (-x) = c x) (q : ℤ)
    (hq : 1 < |1 - β * dielectric c q|) (e : ZMod N → ℝ)
    (he : ∑ x, wave q x * e x ≠ 0) :
    Tendsto (fun n => ‖(mixStep β c)^[n] e‖) atTop atTop := by
  have hN : (0 : ℝ) < N := Nat.cast_pos.2 (NeZero.pos N)
  have hit : ∀ n : ℕ, ∑ x, wave q x * (mixStep β c)^[n] e x
      = (1 - β * dielectric c q) ^ n * ∑ x, wave q x * e x := by
    intro n
    induction n with
    | zero => simp
    | succ n ih =>
      rw [Function.iterate_succ_apply', overlap_mixStep β c hc, ih]
      ring
  -- the overlap is at most N times the sup norm
  have hb : ∀ f : ZMod N → ℝ, |∑ x, wave q x * f x| ≤ ‖f‖ * N := by
    intro f
    calc |∑ x, wave q x * f x| ≤ ∑ x, |wave q x * f x| := Finset.abs_sum_le_sum_abs _ _
      _ ≤ ∑ _x : ZMod N, ‖f‖ := by
          refine Finset.sum_le_sum fun x _ => ?_
          rw [abs_mul]
          have h1 : |wave q x| ≤ 1 := Real.abs_cos_le_one _
          have h2 : |f x| ≤ ‖f‖ := norm_le_pi_norm f x
          nlinarith [abs_nonneg (f x)]
      _ = ‖f‖ * N := by simp [ZMod.card, mul_comm]
  refine tendsto_atTop_mono (fun n => ?_)
    ((tendsto_pow_atTop_atTop_of_one_lt hq).atTop_mul_const (div_pos (abs_pos.2 he) hN))
  have h := hb ((mixStep β c)^[n] e)
  rw [hit, abs_mul, abs_pow] at h
  rw [← mul_div_assoc, div_le_iff₀ hN]
  exact h

/-- For an even kernel with `C(q) > 0`, a nonzero multiple of the wave `q` decays to zero exactly
when `0 < β < 2 / C(q)`. -/
theorem wave_decays_iff (β : ℝ) (c : ZMod N → ℝ) (hc : ∀ x, c (-x) = c x) (q : ℤ)
    (hC : 0 < dielectric c q) (a : ℝ) (ha : a ≠ 0) :
    Tendsto (fun n => (mixStep β c)^[n] (fun x => a * wave q x)) atTop (𝓝 0)
      ↔ 0 < β ∧ β < 2 / dielectric c q := by
  rw [lt_div_iff₀ hC]
  constructor
  · intro h
    simp only [iterate_wave β c hc] at h
    have h0 := (tendsto_pi_nhds.1 h 0).mul_const a⁻¹
    simp only [wave, phase_zero, Real.cos_zero, mul_one, mul_assoc, mul_inv_cancel₀ ha,
      Pi.zero_apply, zero_mul] at h0
    have h1 := abs_lt.1 (tendsto_pow_atTop_nhds_zero_iff.1 h0)
    exact ⟨(mul_pos_iff_of_pos_right hC).1 (by linarith [h1.2]), by linarith [h1.1]⟩
  · rintro ⟨h1, h2⟩
    have h3 := mul_pos h1 hC
    exact wave_decays β c hc q (abs_lt.2 ⟨by linarith, by linarith⟩) a

/-- A kernel on four grid points: `3` on site, `-1` on nearest neighbours, `0` opposite. -/
def ringKernel (x : ZMod 4) : ℝ := if x = 0 then 3 else if x = 2 then 0 else -1

/-- The four-point kernel with `β = 4/5` and `q = 1` meets the hypotheses of
`charge_sloshing`. -/
theorem charge_sloshing_witness :
    (∀ x, ringKernel (-x) = ringKernel x) ∧
    |1 - 4 / 5 * dielectric ringKernel 0| < 1 ∧
    1 < |1 - 4 / 5 * dielectric ringKernel 1| := by
  have hsum : ∀ f : ZMod 4 → ℝ, ∑ x, f x = f 0 + f 1 + f 2 + f 3 :=
    fun f => Fin.sum_univ_four f
  have k0 : ringKernel 0 = 3 := if_pos rfl
  have k1 : ringKernel 1 = -1 := by
    rw [ringKernel, if_neg (by decide), if_neg (by decide)]
  have k2 : ringKernel 2 = 0 := by
    rw [ringKernel, if_neg (by decide), if_pos rfl]
  have k3 : ringKernel 3 = -1 := by
    rw [ringKernel, if_neg (by decide), if_neg (by decide)]
  have w : ∀ x : ZMod 4, wave 0 x = 1 := fun x => by simp [wave, phase]
  have w0 : wave 1 (0 : ZMod 4) = 1 := by rw [wave, phase_zero, Real.cos_zero]
  have w1 : wave 1 (1 : ZMod 4) = 0 := by
    have h : phase 1 (1 : ZMod 4) = Real.pi / 2 := by
      unfold phase
      rw [show (1 : ZMod 4).val = 1 from rfl]
      push_cast
      ring
    rw [wave, h, Real.cos_pi_div_two]
  have w3 : wave 1 (3 : ZMod 4) = 0 := by
    have h : phase 1 (3 : ZMod 4) = Real.pi / 2 + Real.pi := by
      unfold phase
      rw [show (3 : ZMod 4).val = 3 from rfl]
      push_cast
      ring
    rw [wave, h, Real.cos_add_pi, Real.cos_pi_div_two, neg_zero]
  have d0 : dielectric ringKernel 0 = 1 := by
    rw [dielectric, hsum, k0, k1, k2, k3, w, w, w, w]
    norm_num
  have d1 : dielectric ringKernel 1 = 3 := by
    rw [dielectric, hsum, k0, k1, k2, k3, w0, w1, w3]
    ring
  refine ⟨fun x => ?_, ?_, ?_⟩
  · have h2 : ∀ x : ZMod 4, -x = 2 ↔ x = 2 := by decide
    simp only [ringKernel, neg_eq_zero, h2]
  · rw [d0, abs_lt]
    constructor <;> norm_num
  · rw [d1, lt_abs]
    right
    norm_num

end

end ChargeSloshing
```

```lean
#print axioms ChargeSloshing.iterate_wave
#print axioms ChargeSloshing.charge_sloshing
#print axioms ChargeSloshing.diverges_of_overlap
#print axioms ChargeSloshing.wave_decays_iff
```

```
'ChargeSloshing.iterate_wave' depends on axioms: [propext, Classical.choice, Quot.sound]
'ChargeSloshing.charge_sloshing' depends on axioms: [propext, Classical.choice, Quot.sound]
'ChargeSloshing.diverges_of_overlap' depends on axioms: [propext, Classical.choice, Quot.sound]
'ChargeSloshing.wave_decays_iff' depends on axioms: [propext, Classical.choice, Quot.sound]
```

`screen` is the convolution, `dielectric` is $C(q)$, and `mixStep` is $T$; the superscript `^[n]` means $n$ successive steps. The norm on grid functions is the sup norm. The hypothesis `hc` is evenness, and `h0` and `hq` are the two inequalities in `charge_sloshing`.

`phase_sub` obtains the integer $m$ from divisibility by $N$. `sine_sum` reindexes by negation, and `screen_wave` combines both with the cosine addition formula. `iterate_wave` is the induction. `wave_decays` then proves convergence at each grid point, and `charge_sloshing` bounds the norm from below by the value at the origin.

`overlap_mixStep` carries out the reindexing of the double sum, and `diverges_of_overlap` adds the bound by $N$. `wave_decays_iff` proves the window for $\beta$.

## A prescribed kernel and a linear iteration

The kernel is an input. Charge sloshing in metals, where long-wavelength density errors overshoot from one SCF step to the next, is usually traced to the Coulomb interaction, which makes the dielectric response large at long wavelengths; the theorems assume the values of $C$ and derive no such behaviour. The four-point example in `charge_sloshing_witness` has $C(0)=1$ and $C(1)=3$, so $\beta=4/5$ gives factors $1/5$ and $-7/5$. It shows that the conditions are satisfiable, and is no model of a metal.

Unbounded growth belongs to the linear map. In an actual SCF run the linearisation fails once the error is large, and an inhomogeneous system need not have cosine eigenfunctions. If the code fixes the electron number, the constant component of the error is already zero; the divergence results still apply, because they use only the inequality for $q$.

At $N=1$ every wave is constant and $C(q)=C(0)$, so the two inequalities contradict each other. The smallest grid with an instance is $N=2$, where every kernel is even, $C(0)=c(0)+c(1)$ and $C(1)=c(0)-c(1)$. Taking $c(0)=2$, $c(1)=-1$ and $\beta=4/5$ gives the factors $1/5$ and $-7/5$ again.

A formulation with complex waves $e^{2\pi iqx/N}$ would remove the need for evenness, since these are eigenfunctions of every periodic convolution. The factor would then be complex in general, and a real error would be a combination of waves in which $q$ and $-q$ have conjugate coefficients.
